# The structure factor of free fermions on a ring counts the occupied momenta that a shift by $q$ carries to empty ones

Place $N$ non-interacting, spinless fermions on a ring of $L$ sites, each in its own plane wave. The mean density is the same on every site, so it says nothing about which momenta are filled. The density fluctuations do depend on that choice. Scattering that transfers momentum $q$ probes them through the static structure factor, and the question is what this quantity reveals about the occupied set.

Let $z=e^{2\pi i/L}$, let $S$ be the set of occupied momenta, and let $x,y$ label sites, with sites and momenta both taken modulo $L$. The one-particle density matrix is

$$g(x,y)=\frac1L\sum_{k\in S}z^{k(x-y)},$$

and the structure factor at $q$ is

$$\sum_{x,y}z^{q(x-y)}\bigl(\delta_{xy}\,g(x,x)-|g(x,y)|^2\bigr)=N-\#\{k\in S: k+q\in S\}.$$

In Lean, `ZMod L` holds both sites and momenta, and `S` is a `Finset` whose cardinality `S.card` is $N$. The assumption `[NeZero L]` says that the ring has at least one site.

```lean
import Mathlib

open scoped ComplexConjugate

namespace FreeFermionStructureFactor

noncomputable section

variable {L : ℕ} [NeZero L]

/-- The phase `z ^ k` with `z = exp (2 π i / L)`, for `k` an integer modulo `L ≥ 1`. -/
def phase (k : ZMod L) : ℂ :=
  Complex.exp (2 * Real.pi * Complex.I / L) ^ k.val

/-- The one-particle density matrix `g(x,y) = (1/L) ∑_{k ∈ S} z^(k(x-y))` of free fermions
filling the momenta `S` on a ring of `L ≥ 1` sites. -/
def oneRDM (S : Finset (ZMod L)) (x y : ZMod L) : ℂ :=
  1 / (L : ℂ) * ∑ k ∈ S, phase (k * (x - y))
```

The pair density $\rho_2(x,y)$ is normalised to ordered pairs, so its double sum is $N(N-1)$. The structure factor is the total one, not divided by $N$. It is defined from the full connected correlation: contact term, plus pair density, minus product of densities. All values have type `ℂ`, although the result is an integer.

```lean
/-- The real-space pair density `g(x,x) g(y,y) - |g(x,y)|²`: direct minus exchange term. -/
def pairDensity (S : Finset (ZMod L)) (x y : ZMod L) : ℂ :=
  oneRDM S x x * oneRDM S y y - (‖oneRDM S x y‖ : ℂ) ^ 2

/-- The structure factor: the Fourier sum of the connected density correlation, which is the
contact term plus the pair density minus the product of the densities. -/
def structureFactor (S : Finset (ZMod L)) (q : ZMod L) : ℂ :=
  ∑ x, ∑ y, phase (q * (x - y)) *
    ((if x = y then oneRDM S x x else 0) + pairDensity S x y - oneRDM S x x * oneRDM S y y)
```

Three assumptions carry this formula, and a fourth, on the size of the shift, gives its value for a Fermi sea. Where the text relaxes one of them, the consequence is argued in prose and is not contained in the Lean file.

## Whole-number momenta on a closed ring

A plane wave must return to itself after $L$ sites, which restricts the momenta to integers modulo $L$. The derivation uses this through orthogonality. For $b\neq0$ modulo $L$, the ratio $r=z^b$ satisfies $r\neq1$ and $r^L=1$, hence

$$\sum_x z^{bx}=\frac{r^L-1}{r-1}=0.$$

For $b=0$ the sum is $L$. Replacing $x$ by $x-y$ only permutes the sites.

In the proof, `phase_eq` identifies the phase with Mathlib's standard additive character, which supplies $z^{a+b}=z^az^b$. Then `phase_sum` removes the shift by $y$ and applies the character sum `AddChar.sum_mulShift`.

```lean
/-- The phase is the standard additive character of the integers modulo `L`. -/
theorem phase_eq (k : ZMod L) : phase k = ZMod.stdAddChar k := by
  have h := ZMod.stdAddChar_coe (N := L) (k.val : ℤ)
  simp only [Int.cast_natCast, ZMod.natCast_zmod_val] at h
  rw [h, phase, ← Complex.exp_nat_mul]
  congr 1
  ring

/-- Plane waves are orthogonal: the phases `z^(b(x-y))` summed over all sites `x` give `L`
if `b = 0` and zero otherwise. -/
theorem phase_sum (b y : ZMod L) :
    ∑ x, phase (b * (x - y)) = if b = 0 then (L : ℂ) else 0 := by
  have h := AddChar.sum_mulShift b (ZMod.isPrimitive_stdAddChar L)
  calc ∑ x, phase (b * (x - y)) = ∑ x, phase (b * x) :=
        Equiv.sum_comp (Equiv.subRight y) (fun x => phase (b * x))
    _ = ∑ x, ZMod.stdAddChar (x * b) :=
        Finset.sum_congr rfl fun x _ => by rw [phase_eq, mul_comm]
    _ = _ := by
        rw [h]
        split_ifs <;> simp [ZMod.card]
```

If $b$ is not a whole number, $r^L\neq1$ and the sum does not vanish, so plane waves whose momenta differ by a fraction are not orthogonal. A common fractional offset of all momenta, as produced by a flux through the ring, drops out of the differences and leaves the count unchanged.

## Each momentum filled once or not at all

Taking $S$ to be a set expresses the Pauli principle for a single determinant: every occupation number is 0 or 1. Three properties of $g$ follow.

Conjugating a phase reverses its exponent, so $\overline{g(x,y)}=g(y,x)$ and $|g(x,y)|^2=g(x,y)\,g(y,x)$. On the diagonal every phase is 1, so $g(x,x)=N/L$. Finally, orthogonality in the intermediate site gives

$$\sum_y g(x,y)g(y,w)=\frac1{L^2}\sum_{k,l\in S}z^{kx-lw}\sum_y z^{(l-k)y}=\frac1L\sum_{k\in S}z^{k(x-w)}=g(x,w).$$

The next four results are these statements. In `oneRDM_conj`, conjugation is handled by showing that a phase has modulus one. In `oneRDM_idempotent`, `h` expands the product into a double momentum sum, and `hk` exchanges the sums and keeps only $l=k$.

```lean
/-- The one-particle density matrix is Hermitian. -/
theorem oneRDM_conj (S : Finset (ZMod L)) (x y : ZMod L) :
    conj (oneRDM S x y) = oneRDM S y x := by
  -- a phase has modulus one, so conjugation reverses the momentum
  have hc : ∀ a : ZMod L, conj (phase a) = phase (-a) := by
    intro a
    have hn : ‖phase a‖ = 1 := by
      have h : 2 * (Real.pi : ℂ) * Complex.I / L
          = ((2 * Real.pi / L : ℝ) : ℂ) * Complex.I := by
        push_cast
        ring
      rw [phase, norm_pow, h, Complex.norm_exp_ofReal_mul_I, one_pow]
    have h1 : phase a * phase (-a) = 1 := by
      simp only [phase_eq]
      rw [← AddChar.map_add_eq_mul, add_neg_cancel, AddChar.map_zero_eq_one]
    have h2 : phase a * conj (phase a) = 1 := by
      rw [Complex.mul_conj, Complex.normSq_eq_norm_sq, hn]
      norm_num
    exact mul_left_cancel₀ (left_ne_zero_of_mul_eq_one h1) (h2.trans h1.symm)
  have hs : ∀ k : ZMod L, -(k * (x - y)) = k * (y - x) := fun k => by ring
  simp only [oneRDM, map_mul, map_sum, map_div₀, map_one, map_natCast, hc, hs]

/-- The density is uniform: every site carries `N / L` particles. -/
theorem oneRDM_diag (S : Finset (ZMod L)) (x : ZMod L) :
    oneRDM S x x = (S.card : ℂ) / L := by
  simp only [oneRDM, sub_self, mul_zero, phase_eq, AddChar.map_zero_eq_one,
    Finset.sum_const, nsmul_eq_mul, mul_one]
  ring

lemma norm_sq_oneRDM (S : Finset (ZMod L)) (x y : ZMod L) :
    (‖oneRDM S x y‖ : ℂ) ^ 2 = oneRDM S x y * oneRDM S y x := by
  rw [← oneRDM_conj S x y, Complex.mul_conj, Complex.normSq_eq_norm_sq]
  push_cast
  rfl

/-- The one-particle density matrix is idempotent. -/
theorem oneRDM_idempotent (S : Finset (ZMod L)) (x w : ZMod L) :
    ∑ y, oneRDM S x y * oneRDM S y w = oneRDM S x w := by
  have hL : (L : ℂ) ≠ 0 := Nat.cast_ne_zero.mpr (NeZero.ne L)
  have h : ∀ y, oneRDM S x y * oneRDM S y w = 1 / (L : ℂ) * (1 / (L : ℂ)) *
      ∑ k ∈ S, ∑ l ∈ S, phase (k * x - l * w) * phase ((l - k) * (y - 0)) := by
    intro y
    simp only [oneRDM]
    rw [mul_mul_mul_comm, Finset.sum_mul_sum]
    congr 1
    refine Finset.sum_congr rfl fun k _ => Finset.sum_congr rfl fun l _ => ?_
    simp only [phase_eq]
    rw [← AddChar.map_add_eq_mul, ← AddChar.map_add_eq_mul]
    congr 1
    ring
  -- the sum over the intermediate site forces equal momenta
  have hk : ∀ k ∈ S, ∑ y, ∑ l ∈ S, phase (k * x - l * w) * phase ((l - k) * (y - 0))
      = (L : ℂ) * phase (k * (x - w)) := by
    intro k hk
    rw [Finset.sum_comm]
    simp_rw [← Finset.mul_sum, phase_sum]
    simp only [sub_eq_zero, mul_ite, mul_zero, Finset.sum_ite_eq', hk, if_true]
    rw [mul_sub]
    ring
  have e : ∀ s : ℂ, 1 / (L : ℂ) * (1 / (L : ℂ)) * (L * s) = 1 / (L : ℂ) * s :=
    fun s => by field_simp
  rw [Finset.sum_congr rfl fun y _ => h y, ← Finset.mul_sum, Finset.sum_comm,
    Finset.sum_congr rfl hk, ← Finset.mul_sum]
  exact e _
```

Idempotency gives the sum rule for the pair density: $\sum_y\rho_2(x,y)=g(x,x)\sum_y g(y,y)-\sum_y g(x,y)g(y,x)=(N-1)\,g(x,x)$. A particle at $x$ sees $N-1$ others.

```lean
/-- Sum rule: the pair density summed over the second site is `N - 1` times the density. -/
theorem pairDensity_sum (S : Finset (ZMod L)) (x : ZMod L) :
    ∑ y, pairDensity S x y = ((S.card : ℂ) - 1) * oneRDM S x x := by
  have hL : (L : ℂ) ≠ 0 := Nat.cast_ne_zero.mpr (NeZero.ne L)
  have ht : ∑ y, oneRDM S y y = (S.card : ℂ) := by
    simp only [oneRDM_diag, Finset.sum_const, Finset.card_univ, ZMod.card, nsmul_eq_mul]
    field_simp
  simp only [pairDensity, norm_sq_oneRDM, Finset.sum_sub_distrib, oneRDM_idempotent]
  rw [← Finset.mul_sum, ht]
  ring
```

In a grand-canonical state of free fermions at non-zero temperature, the occupations $n_k$ are fractional, $g$ is no longer idempotent and this sum rule fails. The count in the structure factor becomes $\sum_k n_kn_{k+q}$, and at $q=0$ there remains $\sum_k n_k(1-n_k)$, the variance of the particle number in that state.

## A pair density made of direct and exchange terms

The form $\rho_2(x,y)=g(x,x)g(y,y)-|g(x,y)|^2$ holds for a single Slater determinant. The file takes it as the definition `pairDensity` and does not derive it from an antisymmetric wavefunction.

Its first use is a cancellation: the direct term removes the product of densities, which leaves $\delta_{xy}\,g(x,x)-|g(x,y)|^2$.

```lean
/-- The structure factor is the Fourier sum of `δ_xy g(x,x) - |g(x,y)|²`. -/
theorem structureFactor_eq_sum (S : Finset (ZMod L)) (q : ZMod L) :
    structureFactor S q = ∑ x, ∑ y, phase (q * (x - y)) *
      ((if x = y then oneRDM S x x else 0) - (‖oneRDM S x y‖ : ℂ) ^ 2) := by
  refine Finset.sum_congr rfl fun x _ => Finset.sum_congr rfl fun y _ => ?_
  rw [pairDensity]
  ring
```

The Fourier sum of the exchange term is

$$\sum_{x,y}z^{q(x-y)}g(x,y)g(y,x)=\frac1{L^2}\sum_{k,l\in S}\sum_y\sum_x z^{(q+k-l)(x-y)}.$$

The sum over $x$ is $L$ if $l=k+q$ and zero otherwise, and the sum over $y$ gives another $L$. What remains is the number of $k\in S$ with $k+q\in S$. In `exchange_sum`, `h` is the expansion, `hk` the selection of $l$, and `hy` the result at fixed $y$.

```lean
/-- The Fourier sum of `|g(x,y)|²` counts the occupied momenta `k` with `k + q` occupied. -/
theorem exchange_sum (S : Finset (ZMod L)) (q : ZMod L) :
    ∑ x, ∑ y, phase (q * (x - y)) * (‖oneRDM S x y‖ : ℂ) ^ 2
      = ((S.filter fun k => k + q ∈ S).card : ℂ) := by
  have hL : (L : ℂ) ≠ 0 := Nat.cast_ne_zero.mpr (NeZero.ne L)
  have h : ∀ x y, phase (q * (x - y)) * (‖oneRDM S x y‖ : ℂ) ^ 2 =
      1 / (L : ℂ) * (1 / (L : ℂ)) * ∑ k ∈ S, ∑ l ∈ S, phase ((q + k - l) * (x - y)) := by
    intro x y
    rw [norm_sq_oneRDM]
    simp only [oneRDM]
    rw [mul_mul_mul_comm, Finset.sum_mul_sum, mul_left_comm, Finset.mul_sum]
    congr 1
    refine Finset.sum_congr rfl fun k _ => ?_
    rw [Finset.mul_sum]
    refine Finset.sum_congr rfl fun l _ => ?_
    simp only [phase_eq]
    rw [← AddChar.map_add_eq_mul, ← AddChar.map_add_eq_mul]
    congr 1
    ring
  -- momentum conservation selects l = k + q
  have hk : ∀ y, ∀ k ∈ S, ∑ x, ∑ l ∈ S, phase ((q + k - l) * (x - y))
      = if k + q ∈ S then (L : ℂ) else 0 := by
    intro y k _
    have e : ∀ l : ZMod L, q + k - l = 0 ↔ l = k + q := fun l => by
      rw [sub_eq_zero, eq_comm, add_comm q k]
    rw [Finset.sum_comm]
    simp_rw [phase_sum]
    simp only [e, Finset.sum_ite_eq']
  have hy : ∀ y, ∑ x, phase (q * (x - y)) * (‖oneRDM S x y‖ : ℂ) ^ 2
      = ((S.filter fun k => k + q ∈ S).card : ℂ) / L := by
    intro y
    rw [Finset.sum_congr rfl fun x _ => h x y, ← Finset.mul_sum, Finset.sum_comm,
      Finset.sum_congr rfl (hk y), ← Finset.sum_filter, Finset.sum_const, nsmul_eq_mul]
    field_simp
  rw [Finset.sum_comm, Finset.sum_congr rfl fun y _ => hy y, Finset.sum_const,
    Finset.card_univ, ZMod.card, nsmul_eq_mul]
  field_simp
```

The contact term contributes $\sum_x g(x,x)=N$, which is `hd` in the next proof. Subtracting the exchange sum gives the formula.

```lean
/-- Free-fermion structure factor: the particle number minus the number of occupied momenta
`k` for which `k + q` is occupied too. -/
theorem structureFactor_eq (S : Finset (ZMod L)) (q : ZMod L) :
    structureFactor S q = (S.card : ℂ) - ((S.filter fun k => k + q ∈ S).card : ℂ) := by
  have hL : (L : ℂ) ≠ 0 := Nat.cast_ne_zero.mpr (NeZero.ne L)
  -- the contact term gives the particle number
  have hd : ∑ x, ∑ y, phase (q * (x - y)) * (if x = y then oneRDM S x x else 0)
      = (S.card : ℂ) := by
    simp only [mul_ite, mul_zero, Finset.sum_ite_eq, Finset.mem_univ, if_true, sub_self,
      phase_eq, AddChar.map_zero_eq_one, one_mul, oneRDM_diag, Finset.sum_const,
      Finset.card_univ, ZMod.card, nsmul_eq_mul]
    field_simp
  rw [structureFactor_eq_sum]
  simp only [mul_sub (phase _), Finset.sum_sub_distrib]
  rw [hd, exchange_sum]
```

Without the exchange term the answer would be $N$ at every $q$, even at $q=0$, where a fixed particle number requires zero. An idempotent $g$ belongs to a single determinant only, so a correlated state has a different $g$ as well as a further correlation term in the pair density, and both enter its structure factor.

The structure factor vanishes when the count equals $N$, that is, when every occupied momentum is carried to an occupied one. This always happens at $q=0$. It also happens at $q=2$ when every second momentum is filled on a ring of even length. The proof turns the equation into an equality of cardinalities and uses that a filtered set has full size only if every element passes.

```lean
/-- The structure factor vanishes at `q` exactly when shifting any occupied momentum by `q`
gives an occupied momentum. -/
theorem structureFactor_eq_zero_iff (S : Finset (ZMod L)) (q : ZMod L) :
    structureFactor S q = 0 ↔ ∀ k ∈ S, k + q ∈ S := by
  rw [structureFactor_eq, sub_eq_zero, Nat.cast_inj, eq_comm, Finset.card_filter_eq_iff]
```

## A shift no longer than the sea, with room for it on the ring

Now let $S=\{a,a+1,\dots,a+N-1\}$, a Fermi sea starting at any momentum $a$, and let $q=m$. Two bounds enter. The condition $m\le N$ (`hm`) says that the shift is no longer than the sea. The condition $N+m\le L$ (`hN`) says that the shifted sea does not run around the ring and re-enter from the other side.

Take $k=a+j$ with $0\le j<N$. Then $k+m\in S$ means $j+m\equiv i$ modulo $L$ for some $0\le i<N$. Since $j+m<N+m\le L$ and $i<L$, the congruence is an equality, so $j<N-m$. Because $m\le N$, exactly $N-m$ momenta stay inside, and the structure factor is $N-(N-m)=m$.

In the proof, `hinj` turns congruence into equality for numbers below $L$, `hc` counts a block of consecutive momenta, and `hf` identifies the momenta that stay inside. The bound `hN` is used in `hf` to exclude wrapping, and `hm` in the final subtraction of natural numbers.

```lean
/-- For a Fermi sea of `N` consecutive momenta starting at `a`, the structure factor at
momentum `m` equals `m`, provided `m ≤ N` and `N + m ≤ L`. -/
theorem structureFactor_fermiSea (a : ZMod L) (N m : ℕ) (hm : m ≤ N) (hN : N + m ≤ L) :
    structureFactor ((Finset.range N).image fun j : ℕ => a + (j : ZMod L)) (m : ZMod L)
      = (m : ℂ) := by
  have hinj : ∀ i j : ℕ, i < L → j < L → (i : ZMod L) = j → i = j := by
    intro i j hi hj h
    have h' := congrArg ZMod.val h
    rwa [ZMod.val_natCast_of_lt hi, ZMod.val_natCast_of_lt hj] at h'
  have hc : ∀ n ≤ L, ((Finset.range n).image fun j : ℕ => a + (j : ZMod L)).card = n := by
    intro n hn
    rw [Finset.card_image_of_injOn, Finset.card_range]
    intro i hi j hj h
    have hi' : i < n := by simpa using hi
    have hj' : j < n := by simpa using hj
    exact hinj i j (by omega) (by omega) (add_left_cancel h)
  -- the momenta that stay inside the sea are the first N - m
  have hf : (((Finset.range N).image fun j : ℕ => a + (j : ZMod L)).filter fun k =>
      k + (m : ZMod L) ∈ (Finset.range N).image fun j : ℕ => a + (j : ZMod L))
      = (Finset.range (N - m)).image fun j : ℕ => a + (j : ZMod L) := by
    ext k
    simp only [Finset.mem_filter, Finset.mem_image, Finset.mem_range]
    constructor
    · rintro ⟨⟨j, hj, rfl⟩, i, hi, h⟩
      have h' : (i : ZMod L) = ((j + m : ℕ) : ZMod L) := by
        push_cast
        exact add_left_cancel (h.trans (add_assoc _ _ _))
      have := hinj i (j + m) (by omega) (by omega) h'
      exact ⟨j, by omega, rfl⟩
    · rintro ⟨j, hj, rfl⟩
      exact ⟨⟨j, by omega, rfl⟩, j + m, by omega, by push_cast; ring⟩
  rw [structureFactor_eq, hf, hc N (by omega), hc (N - m) (by omega), Nat.cast_sub hm]
  ring

end

end FreeFermionStructureFactor
```

If $m>N$ while $N+m\le L$, the shifted sea misses the original entirely and the value stays at $N$. If the second bound fails, the value can fall below $m$: for $L=4$, $N=3$, $m=2$ there is only one empty momentum, and the structure factor is 1.

In terms of the wavenumber $p=2\pi m/L$ and $k_F=\pi N/L$, the value per particle for $N\ge1$ is $m/N=p/(2k_F)$ as long as both bounds hold. This is the linear law of the one-dimensional Fermi gas, here for non-interacting spinless fermions on a finite ring, where it can serve as a reference value for a simulated density correlation.

```lean
#print axioms FreeFermionStructureFactor.pairDensity_sum
#print axioms FreeFermionStructureFactor.structureFactor_eq_zero_iff
#print axioms FreeFermionStructureFactor.structureFactor_fermiSea
```

```
'FreeFermionStructureFactor.pairDensity_sum' depends on axioms: [propext, Classical.choice, Quot.sound]
'FreeFermionStructureFactor.structureFactor_eq_zero_iff' depends on axioms: [propext, Classical.choice, Quot.sound]
'FreeFermionStructureFactor.structureFactor_fermiSea' depends on axioms: [propext, Classical.choice, Quot.sound]
```
